# Exact and GW moments for a core level coupled to one boson: agreement to third order, a gap of $2g^4$ at fourth

The bare core level sits at energy $0$. One boson mode of energy $w>0$ starts in its vacuum and couples, with real strength $g$, only to the hole that appears when the core electron is removed. The mean number of bosons left behind is $a=g^2/w^2$. Energies in the spectrum are the total energy before the core electron is removed minus the total energy after it, which is the negative of the ionisation energy, so a boson left behind in the system lowers the energy by $w$. The exact spectrum then has a main line at $aw=g^2/w$ and satellites at $aw-nw$.

```lean
import Mathlib

open Polynomial

namespace ElectronBosonGW

noncomputable section
```

The first line loads the mathematical library Mathlib. Opening `Polynomial` makes its notation available: `ℝ[X]` is the set of real polynomials in $X$, and `C r` is the constant polynomial $r$.

```lean
/-- The Poisson weight of the satellite with `n` bosons at mean boson number `a`. -/
def poissonWeight (a : ℝ) (n : ℕ) : ℝ := Real.exp (-a) * (a ^ n / (n.factorial : ℝ))
```

This is $p_n=e^{-a}a^n/n!$, the weight of the line with $n$ bosons.

```lean
/-- The `k`-th moment of the exact spectrum, with satellites at `a w - n w` and `a = g² / w²`. -/
def exactMoment (g w : ℝ) (k : ℕ) : ℝ :=
  ∑' n : ℕ, poissonWeight (g ^ 2 / w ^ 2) n * (g ^ 2 / w ^ 2 * w - n * w) ^ k
```

The symbol `∑'` is an infinite sum, here over $n=0,1,2,\dots$:
$$M_k=\sum_n p_n\,(aw-nw)^k .$$
The Poisson form is built into this definition. Its link to a Hamiltonian comes later, as a theorem.

```lean
/-- The GW matrix coupling the bare level to a single one-boson satellite. -/
def gwMatrix (g w : ℝ) : Matrix (Fin 2) (Fin 2) ℝ := !![0, g; g, -w]
```

`Fin 2` supplies the indices $0$ and $1$. Index $0$ is the bare level and index $1$ is the level with one boson:
$$G=\begin{pmatrix}0&g\\ g&-w\end{pmatrix}.$$
Since $G$ is real and symmetric, $(G^k)_{00}$ is the $k$-th moment of its spectrum, each eigenvalue being weighted by the squared amplitude of its normalised eigenvector on the bare level.

```lean
/-- The Hamiltonian `g (b† + b) - w b† b` on boson states written as polynomials, where `b†`
multiplies by `X` and `b` differentiates. -/
def bosonHam (g w : ℝ) : Module.End ℝ ℝ[X] :=
  g • (LinearMap.mulLeft ℝ (X : ℝ[X]) + derivative)
    - w • ((LinearMap.mulLeft ℝ (X : ℝ[X])).comp derivative)
```

`Module.End ℝ ℝ[X]` is the type of linear operators on polynomials. With $b^\dagger f=Xf$ and $bf=f'$ one has $[b,b^\dagger]=1$, and the operator defined here is
$$H=g(b^\dagger+b)-w\,b^\dagger b .$$
This is minus the energy of the boson mode in the presence of the hole, in line with the sign convention of the opening. The vacuum is the polynomial $1$. The normalised $n$-boson state is $X^n/\sqrt{n!}$, so $X^n$ itself is unnormalised for $n\ge2$. The vacuum amplitude of a state is its constant coefficient, written `.coeff 0`.

```lean
/-- The Hamiltonian with coupling `s w`, shifted by the constant energy `c - s² w`. -/
def shiftedHam (w s c : ℝ) : Module.End ℝ ℝ[X] :=
  bosonHam (s * w) w + (c - s ^ 2 * w) • (1 : Module.End ℝ ℝ[X])
```

Here the coupling is written as $g=sw$ and a constant is added. Completing the product gives
$$H_c=-w(b^\dagger-s)(b-s)+c ,$$
so $c$ is the energy of the main line. For $s=g/w$ and $c=aw$ the added constant vanishes and $H_c=H$.

```lean
/-- A recursion in the order `k` and the energy origin `c`. -/
def momentRec (a w : ℝ) : ℕ → ℝ → ℝ
  | 0, _ => 1
  | k + 1, c => c * momentRec a w k c - a * w * momentRec a w k (c - w)
```

This defines numbers $m_k(c)$ by
$$m_0(c)=1,\qquad m_{k+1}(c)=c\,m_k(c)-aw\,m_k(c-w).$$
Both the Poisson sums and the vacuum expectation values will turn out to obey it.

## The Poisson side

```lean
/-- The moments of a Poisson ladder of satellites at `c - n w` converge and obey the recursion. -/
theorem poisson_hasSum (a w : ℝ) (k : ℕ) : ∀ c : ℝ,
    HasSum (fun n : ℕ => poissonWeight a n * (c - n * w) ^ k) (momentRec a w k c) := by
  induction k with
  | zero =>
    intro c
    have e : ∑' n : ℕ, a ^ n / (n.factorial : ℝ) = Real.exp a := by
      rw [Real.exp_eq_exp_ℝ, NormedSpace.exp_eq_tsum_div]
    have h := (Real.summable_pow_div_factorial a).hasSum.mul_left (Real.exp (-a))
    rw [e, ← Real.exp_add, neg_add_cancel, Real.exp_zero] at h
    simpa only [poissonWeight, momentRec, pow_zero, mul_one] using h
  | succ k ih =>
    intro c
    -- a factor n is absorbed by shifting the Poisson index by one
    have h2 : HasSum (fun n : ℕ => poissonWeight a n * (n * (c - n * w) ^ k))
        (a * momentRec a w k (c - w)) := by
      rw [← hasSum_nat_add_iff' 1]
      simp only [Finset.sum_range_one, Nat.cast_zero, zero_mul, mul_zero, sub_zero]
      have hf : (fun n : ℕ => poissonWeight a (n + 1) *
          (((n + 1 : ℕ) : ℝ) * (c - ((n + 1 : ℕ) : ℝ) * w) ^ k))
          = fun n : ℕ => a * (poissonWeight a n * (c - w - n * w) ^ k) := by
        funext n
        have hs : poissonWeight a (n + 1) * ((n : ℝ) + 1) = a * poissonWeight a n := by
          have h1 : (n.factorial : ℝ) ≠ 0 := by positivity
          have h3 : (n : ℝ) + 1 ≠ 0 := by positivity
          simp only [poissonWeight, Nat.factorial_succ, Nat.cast_mul, Nat.cast_add, Nat.cast_one]
          field_simp
          try ring
        have e : c - ((n + 1 : ℕ) : ℝ) * w = c - w - n * w := by push_cast; ring
        rw [e, Nat.cast_add, Nat.cast_one]
        linear_combination (c - w - n * w) ^ k * hs
      rw [hf]
      exact (ih (c - w)).mul_left a
    have hf : (fun n : ℕ => poissonWeight a n * (c - n * w) ^ (k + 1))
        = fun n : ℕ => c * (poissonWeight a n * (c - n * w) ^ k)
          - w * (poissonWeight a n * (n * (c - n * w) ^ k)) := by
      funext n
      rw [pow_succ]
      ring
    have hr : momentRec a w (k + 1) c
        = c * momentRec a w k c - w * (a * momentRec a w k (c - w)) := by
      rw [momentRec]
      ring
    rw [hf, hr]
    exact ((ih c).mul_left c).sub (h2.mul_left w)
```

`HasSum f S` says that the series with terms `f` converges and has sum `S`. The theorem states, for all real $a$, $w$, $c$ and every $k$,
$$\sum_n p_n(c-nw)^k=m_k(c).$$

By hand, this is an induction on $k$. For $k=0$ the weights sum to $e^{-a}e^{a}=1$. For the step, split off one factor:
$$\sum_n p_n(c-nw)^{k+1}=c\sum_n p_n(c-nw)^k-w\sum_n n\,p_n(c-nw)^k .$$
In the last sum the term $n=0$ vanishes, and $(n+1)p_{n+1}=a\,p_n$. Shifting the index therefore gives
$$\sum_n n\,p_n(c-nw)^k=a\sum_n p_n(c-w-nw)^k=a\,m_k(c-w),$$
which yields the recursion.

In Lean, `ih` is the induction hypothesis. It is available for every $c$, which matters because it is used at both $c$ and $c-w$. The step `h2` is the index shift, with `hs` as the Poisson identity. The last line combines the two convergent series, so convergence is carried along with the value.

## The Hamiltonian side

```lean
/-- The action of the Hamiltonian on a boson state. -/
theorem bosonHam_apply (g w : ℝ) (f : ℝ[X]) :
    bosonHam g w f = C g * (X * f + derivative f) - C w * (X * derivative f) := by
  simp only [bosonHam, LinearMap.sub_apply, LinearMap.smul_apply, LinearMap.add_apply,
    LinearMap.comp_apply, LinearMap.mulLeft_apply, smul_eq_C_mul]
```

Read out, this is $Hf=g(Xf+f')-wXf'$. It unfolds the definition so that later proofs can work with ordinary polynomial algebra.

```lean
/-- The action of the shifted Hamiltonian on a boson state. -/
theorem shiftedHam_apply (w s c : ℝ) (f : ℝ[X]) :
    shiftedHam w s c f = C s * C w * (X * f + derivative f) - C w * (X * derivative f)
      + (C c - C s ^ 2 * C w) * f := by
  rw [shiftedHam, LinearMap.add_apply, bosonHam_apply, LinearMap.smul_apply,
    Module.End.one_apply, smul_eq_C_mul]
  simp only [map_mul, map_sub, map_pow]
```

This is the same formula for $H_c$, with $g=sw$ and the extra term $(c-s^2w)f$.

```lean
/-- Moving the displaced creation operator `b† - s` through powers of the Hamiltonian lowers the
energy origin by one boson energy. -/
theorem displaced_creation (w s c : ℝ) (k : ℕ) (f : ℝ[X]) :
    (shiftedHam w s c ^ k) ((X - C s) * f)
      = (X - C s) * (shiftedHam w s (c - w) ^ k) f := by
  induction k generalizing f with
  | zero => simp
  | succ k ih =>
    have h : shiftedHam w s c ((X - C s) * f) = (X - C s) * shiftedHam w s (c - w) f := by
      simp only [shiftedHam_apply, derivative_mul, derivative_sub, derivative_X, derivative_C,
        C_sub]
      ring
    rw [pow_succ, pow_succ, Module.End.mul_apply, Module.End.mul_apply, h, ih]
```

The statement is $H_c^k(b^\dagger-s)=(b^\dagger-s)H_{c-w}^k$, applied to any state $f$. For $k=1$ it follows from $[b-s,\,b^\dagger-s]=1$:
$$H_c(b^\dagger-s)=(b^\dagger-s)\bigl[-w(b^\dagger-s)(b-s)-w+c\bigr]=(b^\dagger-s)H_{c-w}.$$
Repeating the move $k$ times gives the general case. In Lean, `h` is the single move, where the product rule for derivatives plays the part of the commutator and `ring` does the algebra. The induction does the repetition.

```lean
/-- The vacuum expectation values of powers of the shifted Hamiltonian obey the recursion with
mean boson number `s²`. -/
theorem vacuum_moment (w s : ℝ) (k : ℕ) : ∀ c : ℝ,
    ((shiftedHam w s c ^ k) 1).coeff 0 = momentRec (s ^ 2) w k c := by
  induction k with
  | zero => intro c; simp [momentRec]
  | succ k ih =>
    intro c
    -- the vacuum is an eigenstate of the displaced annihilation operator
    have h1 : shiftedHam w s c 1 = c • (1 : ℝ[X]) + (s * w) • ((X - C s) * 1) := by
      rw [shiftedHam_apply]
      simp only [smul_eq_C_mul, derivative_one, C_mul]
      ring
    rw [pow_succ, Module.End.mul_apply, h1, map_add, map_smul, map_smul, displaced_creation,
      coeff_add, coeff_smul, coeff_smul, mul_coeff_zero, ih, ih, coeff_sub, coeff_X_zero,
      coeff_C_zero]
    simp only [momentRec, smul_eq_mul]
    ring
```

This says $\langle0|H_c^k|0\rangle=m_k(c)$ with $a=s^2$. Since $b$ annihilates the vacuum, $(b-s)|0\rangle=-s|0\rangle$, and so
$$H_c|0\rangle=c|0\rangle+sw\,(b^\dagger-s)|0\rangle .$$
Apply $H_c^k$ and move the displaced operator to the left:
$$H_c^{k+1}|0\rangle=c\,H_c^k|0\rangle+sw\,(b^\dagger-s)H_{c-w}^k|0\rangle .$$
In the vacuum amplitude $b^\dagger$ contributes nothing, because multiplication by $X$ leaves no constant term, and $-s$ remains. The result is $c\,m_k(c)-s^2w\,m_k(c-w)$, which is the recursion. The Lean step `h1` is the first displayed equation, and the long `rw` carries out the rest in the same order.

```lean
/-- At every order, the moment of the Poisson satellite spectrum equals the vacuum expectation
value of the corresponding power of the electron-boson Hamiltonian. -/
theorem exact_spectrum (g w : ℝ) (hw : 0 < w) (k : ℕ) :
    HasSum (fun n : ℕ => poissonWeight (g ^ 2 / w ^ 2) n * (g ^ 2 / w ^ 2 * w - n * w) ^ k)
      (((bosonHam g w ^ k) 1).coeff 0) := by
  have e : shiftedHam w (g / w) (g ^ 2 / w ^ 2 * w) = bosonHam g w := by
    rw [shiftedHam, div_mul_cancel₀ g hw.ne', div_pow, sub_self, zero_smul, add_zero]
  rw [← e, vacuum_moment, div_pow]
  exact poisson_hasSum _ _ _ _
```

The hypothesis `hw : 0 < w` enters here. For every $k$,
$$\sum_n p_n(aw-nw)^k=\langle0|H^k|0\rangle .$$
The proof sets $s=g/w$ and $c=aw$, checks that $H_c=H$, and joins the two previous results.

Despite its name, `exact_spectrum` is a statement about moments and finds no eigenvectors. The displaced vacuum is proportional to $e^{sX}$, which for $g\neq0$ is not a polynomial. A Poisson distribution is fixed by its moments, a standard fact of probability that Lean has not checked here; with it, the equality at all orders identifies the whole spectral function.

## The GW side

```lean
/-- The GW matrix is the block of the electron-boson Hamiltonian with at most one boson. -/
theorem gwMatrix_eq_truncation (g w : ℝ) (i j : Fin 2) :
    gwMatrix g w i j = (bosonHam g w (X ^ (j : ℕ))).coeff (i : ℕ) := by
  have h : (X * X : ℝ[X]).coeff 1 = 0 := by
    rw [← pow_two, coeff_X_pow]
    simp
  fin_cases i <;> fin_cases j <;> simp [gwMatrix, bosonHam_apply, h, coeff_one]
```

Entry $(i,j)$ of $G$ is the coefficient of $X^i$ in $HX^j$. By hand, $H1=gX$ and $HX=g(X^2+1)-wX$. Keeping only the coefficients of $1$ and $X$ gives the columns $(0,g)$ and $(g,-w)$. The states $1$ and $X$ are both normalised, so these are the usual matrix elements. Lean checks the four entries one by one with `fin_cases`.

```lean
/-- Away from the pole of the self-energy `g² / (E + w)`, the quasiparticle equation holds exactly
when `E` is a root of the characteristic polynomial of the GW matrix. -/
theorem quasiparticle_equation (g w E : ℝ) (hE : E + w ≠ 0) :
    E = g ^ 2 / (E + w) ↔ (E • (1 : Matrix (Fin 2) (Fin 2) ℝ) - gwMatrix g w).det = 0 := by
  have hd : (E • (1 : Matrix (Fin 2) (Fin 2) ℝ) - gwMatrix g w).det
      = E * (E + w) - g ^ 2 := by
    rw [Matrix.det_fin_two]
    simp [gwMatrix]
    try ring
  rw [hd, eq_div_iff hE, sub_eq_zero]
```

The self-energy of this model is $\Sigma(E)=g^2/(E+w)$. For $E\neq-w$, multiplying $E=\Sigma(E)$ by $E+w$ gives $E(E+w)-g^2=0$, and the left side is $\det(E-G)$. Lean computes the determinant in `hd` and clears the denominator with `eq_div_iff`. At the excluded point $E=-w$ the determinant equals $-g^2$, so no root is lost when $g\neq0$.

"GW" here means the non-self-consistent form with one bare level and one boson pole. Both $w$ and $g$ are given parameters, not the output of a screening calculation.

## The comparison

```lean
/-- The exact and GW spectra share their moments of order zero to three, and the fourth exact
moment is larger by `2 g⁴`. -/
theorem gw_versus_exact_moments (g w : ℝ) (hw : 0 < w) :
    (∀ k ≤ 3, exactMoment g w k = (gwMatrix g w ^ k) 0 0) ∧
      exactMoment g w 4 = (gwMatrix g w ^ 4) 0 0 + 2 * g ^ 4 := by
  have hm : ∀ k, exactMoment g w k = momentRec (g ^ 2 / w ^ 2) w k (g ^ 2 / w ^ 2 * w) :=
    fun k => (poisson_hasSum _ _ _ _).tsum_eq
  have h : g ^ 2 / w ^ 2 * w ^ 2 = g ^ 2 := div_mul_cancel₀ _ (pow_ne_zero 2 hw.ne')
  generalize g ^ 2 / w ^ 2 = a at hm h
  have e (p q r s : ℝ) : (!![p, q; r, s] : Matrix (Fin 2) (Fin 2) ℝ) 0 0 = p := rfl
  -- explicit moments of the two-level GW problem
  have g2 : (gwMatrix g w ^ 2) 0 0 = g ^ 2 := by
    simp only [gwMatrix, pow_succ, pow_zero, one_mul, Matrix.mul_fin_two, e]
    ring
  have g3 : (gwMatrix g w ^ 3) 0 0 = -(w * g ^ 2) := by
    simp only [gwMatrix, pow_succ, pow_zero, one_mul, Matrix.mul_fin_two, e]
    ring
  have g4 : (gwMatrix g w ^ 4) 0 0 = g ^ 4 + w ^ 2 * g ^ 2 := by
    simp only [gwMatrix, pow_succ, pow_zero, one_mul, Matrix.mul_fin_two, e]
    ring
  constructor
  · intro k hk
    rw [hm]
    interval_cases k
    · simp [momentRec]
    · simp [momentRec, gwMatrix]
    · rw [g2]
      simp only [momentRec]
      linear_combination h
    · rw [g3]
      simp only [momentRec]
      linear_combination (-w) * h
  · rw [hm, g4]
    simp only [momentRec]
    linear_combination (w ^ 2 + 3 * (a * w ^ 2 + g ^ 2)) * h

end

end ElectronBosonGW
```

The symbol `∧` means "and". The first half covers $k=0,1,2,3$, and the second half is the fourth moment.

By hand, evaluate the recursion at $c=aw$. The first steps for general $c$, with $d=c-aw$, are
$$m_1=d,\qquad m_2=d^2+aw^2,\qquad m_3=d^3+3aw^2d-aw^3 .$$
At $d=0$ these give $0$, $aw^2$ and $-aw^3$. The fourth moment needs $m_3$ at $d=0$ and at $d=-w$:
$$M_4=aw\bigl[-aw^3+w^3(1+4a)\bigr]=aw^4+3a^2w^4 .$$
Now insert $aw^2=g^2$ and compare with the powers of $G$:

| $k$ | exact $M_k$ | $(G^k)_{00}$ |
|---|---|---|
| 0 | $1$ | $1$ |
| 1 | $0$ | $0$ |
| 2 | $g^2$ | $g^2$ |
| 3 | $-wg^2$ | $-wg^2$ |
| 4 | $w^2g^2+3g^4$ | $w^2g^2+g^4$ |

In Lean, `hm` replaces the infinite sum by the recursion, and `h` is the relation $aw^2=g^2$. The steps `g2`, `g3` and `g4` are the matrix powers. `interval_cases k` splits the first half into its four cases. `simp` settles $k=0$ and $k=1$, and `linear_combination` closes the other goals by adding a suitable multiple of `h`.

The gap can be read as a path. Starting from the vacuum, four applications of $H$ can go $0\to1\to2\to1\to0$, with amplitude $g\cdot\sqrt2g\cdot\sqrt2g\cdot g=2g^4$ between normalised states. The GW matrix has no two-boson state, and with fewer than four steps no path can reach that state and return. For this single level with one linearly coupled boson, GW thus has the right mean, width and third moment, while its individual lines can still be misplaced.

```lean
#print axioms ElectronBosonGW.exact_spectrum
#print axioms ElectronBosonGW.gwMatrix_eq_truncation
#print axioms ElectronBosonGW.quasiparticle_equation
#print axioms ElectronBosonGW.gw_versus_exact_moments
```

```
'ElectronBosonGW.exact_spectrum' depends on axioms: [propext, Classical.choice, Quot.sound]
'ElectronBosonGW.gwMatrix_eq_truncation' depends on axioms: [propext, Classical.choice, Quot.sound]
'ElectronBosonGW.quasiparticle_equation' depends on axioms: [propext, Classical.choice, Quot.sound]
'ElectronBosonGW.gw_versus_exact_moments' depends on axioms: [propext, Classical.choice, Quot.sound]
```

## Another model, and the step in practice

One could instead take the Hilbert space of square-summable boson amplitudes and treat $H$ as an unbounded self-adjoint operator. The displaced vacuum would then be a genuine state, and a theorem could give the eigenvalues $aw-nw$ and their weights directly. The price is the care that operator domains require. Polynomials avoid this, since every power of $H$ acts on them without restriction, but for $g\neq0$ none of them is an eigenvector of $H$, so the proof works with moments.

In a calculation, the quasiparticle equation is often solved by iterating on $E$ or by linearising $\Sigma$ around a starting energy, which targets one root. When $\Sigma$ is a sum of poles, one can instead diagonalise a matrix with one extra row and column per pole, and $G$ is the smallest example. It also provides a quick check for a program: at $g=w=1$ the fourth moment should be $2$ from the GW matrix and $4$ from a boson basis that includes at least the two-boson state.
